# The spin-1/2 pair current at energy E ≥ M, split into magnetic and electric parts

## A flat distribution that should not be flat

An electron and a positron annihilate through one virtual photon into a fermion and its antiparticle, each of mass $M$ and, in the centre-of-mass frame, energy $E$. At threshold, $E=M$, the pair's current is proportional to $\xi^\dagger\boldsymbol\sigma\eta$, where $\xi,\eta$ are two-spinors and $\boldsymbol\sigma$ the Pauli matrices. If this form is kept at higher energy, the pairs come out equally strong in all directions. For a point-like fermion at $E=2M$, with unpolarised beams and the electron mass neglected, the spin-summed strength along the beam is in fact 1.6 times that at right angles.

The cure is to treat spin components along and across the direction of flight separately. For single-photon production of one pair, with form factors supplied as input, the resulting formula can be used to check the spin amplitudes of an event generator, once the beam current is included and the spin conventions are matched.

## The current and its conventions

Let $M>0$, $E\ge M$, and let the fermion have momentum $\mathbf k=\sqrt{E^2-M^2}\,\mathbf n$ with $\mathbf n$ a unit vector. In units $\hbar=c=1$ and the Dirac representation,

$$J^\mu=\bar u(\mathbf k)\Big[F_1\gamma^\mu+\tfrac{i}{2M}F_2\,\sigma^{\mu\nu}q_\nu\Big]v(-\mathbf k),\qquad q=(2E,\mathbf 0).$$

The complex numbers $F_1$ and $F_2$ stand for the charge-type coupling and the anomalous magnetic coupling at this $q$; with its charge factored out, a point-like fermion has $F_1=1$, $F_2=0$ at lowest order. Put $G_M=F_1+F_2$ and $G_E=F_1+(E/M)^2F_2$. Then:

- $J^0=0$ (`pairCurrent_time`).
- $\mathbf J=\xi^\dagger[2E\,G_M(\boldsymbol\sigma-\mathbf n\,\boldsymbol\sigma\!\cdot\!\mathbf n)+2M\,G_E\,\mathbf n\,\boldsymbol\sigma\!\cdot\!\mathbf n]\eta$ (`pairCurrent_spatial`).
- $\mathbf J$ is the same for all $\mathbf n$, whatever $\xi$ and $\eta$, exactly when $E=M$ or $MF_1=EF_2$ (`isotropic_iff`).
- With the beam along $z$ and $n_z=\cos\theta$, the spin sum of $|J^x|^2+|J^y|^2$ is $8[E^2|G_M|^2(1+\cos^2\theta)+M^2|G_E|^2\sin^2\theta]$ (`angular_distribution`).

In Lean, `pairCurrent` is $J^\mu$, with $\bar u$ written as $u^\dagger\gamma^0$. An index `i` of 0, 1, 2 means $x,y,z$, and `i.succ` is the matching space-time index. The hypotheses `hM`, `hE` and `hn` say $M>0$, $E\ge M$ and $|\mathbf n|=1$. The two-spinors are arbitrary, and $\eta$ is the lower half of $v$, so the antiparticle's physical spin is opposite to the one $\eta$ shows.

For unit $\xi$ and $\eta$, $u^\dagger u=v^\dagger v=2E$; with spinors of unit norm, $\mathbf J$ is divided by $2E$ and the spin sum by $4E^2$.

For unpolarised beams along $z$ with the electron mass neglected, $J^x$ and $J^y$ enter the rate with equal weight and $J^z$ drops out, so the spin sum above gives the angular dependence. The step from here to the one-photon cross section, which brings in the beam current, the propagator and the phase-space factors, is not carried out here.

## Derivation

**Spinors.** Write $S=\boldsymbol\sigma\cdot\mathbf k$, so $S^2=k^2=(E-M)(E+M)$. Take

$$u(\mathbf k)=\sqrt{E+M}\begin{pmatrix}\xi\\ \frac{S\xi}{E+M}\end{pmatrix},\quad v(-\mathbf k)=\sqrt{E+M}\begin{pmatrix}-\frac{S\eta}{E+M}\\ \eta\end{pmatrix}.$$

For momentum $\mathbf k$, $\not p$ has rows $(E,-S)$ and $(S,-E)$. On $u$, up to the common root, the upper half gives $E\xi-(E-M)\xi=M\xi$ and the lower $S\xi-\frac{E}{E+M}S\xi=\frac{M}{E+M}S\xi$. Hence $\not p u=Mu$. On $v(\mathbf k)$ the halves are $(\frac{E}{E+M}-1)S\eta=-\frac{M}{E+M}S\eta$ and $(E-M)\eta-E\eta=-M\eta$, so $\not p v=-Mv$.

**Vertex.** Write $\Gamma^\mu$ for the square bracket in $J^\mu$. Only $\nu=0$ contributes. Since $\sigma^{i0}=i\gamma^i\gamma^0=-i\gamma^0\gamma^i$, the second term is $(E/M)F_2\gamma^0\gamma^i$. Multiplying by $\gamma^0$ gives

$$\gamma^0\Gamma^i=\begin{pmatrix}0&a_+\sigma_i\\a_-\sigma_i&0\end{pmatrix},\qquad a_\pm=F_1\pm\tfrac EM F_2.$$

For $\mu=0$, $\sigma^{00}=0$ and $\gamma^0\Gamma^0=F_1$, so $J^0=F_1\xi^\dagger(S-S)\eta=0$.

**Spatial part.** From $S\sigma_i=2k_i-\sigma_iS$ follows $S\sigma_iS=2k_iS-k^2\sigma_i=k^2(2n_i\,\boldsymbol\sigma\!\cdot\!\mathbf n-\sigma_i)$. Therefore

$$\begin{aligned}J^i&=\xi^\dagger\Big[(E+M)a_+\sigma_i-\tfrac{a_-}{E+M}S\sigma_iS\Big]\eta\\&=\xi^\dagger\big[\{(E+M)a_++(E-M)a_-\}\sigma_i-2(E-M)a_-n_i\,\boldsymbol\sigma\!\cdot\!\mathbf n\big]\eta.\end{aligned}$$

The brace is $2EF_1+2EF_2=2EG_M$, and $-2(E-M)a_-=2MG_E-2EG_M$.

**Isotropy.** For $\mathbf n$ along $z$, $J^z$ contains $2MG_E\sigma_z$; for $\mathbf n$ along $x$, $2EG_M\sigma_z$. Independence of $\mathbf n$ thus requires $EG_M=MG_E$, which also suffices. Finally, $M(EG_M-MG_E)=(E-M)(MF_1-EF_2)$.

**Spin sum.** The sum of $|J^i|^2$ is the trace of the matrix times its adjoint. The matrices $\sigma_i-n_i\,\boldsymbol\sigma\!\cdot\!\mathbf n$ and $n_i\,\boldsymbol\sigma\!\cdot\!\mathbf n$ have squares of trace $2(1-n_i^2)$ and $2n_i^2$, and their product has trace zero. Adding $i=x,y$ with $n_x^2+n_y^2=\sin^2\theta$ gives the distribution.

## Numbers at E = 2M

Take $M=1$, $E=2$. For $F_1=1$, $F_2=0$, both $G$'s are 1 and the spin sum is $8(5+3\cos^2\theta)$: 64 along the beam, 40 at right angles. For $F_1=1$, $F_2=\tfrac12$, $G_M=\tfrac32$ and $G_E=3$; the sum is 144 at every angle, as $MF_1=EF_2$ requires.

## The Lean file

```lean
import Mathlib

open Matrix

namespace PairAnnihilationCurrent

noncomputable section

/-- The three Pauli matrices. -/
def pauli : Fin 3 → Matrix (Fin 2) (Fin 2) ℂ :=
  ![!![0, 1; 1, 0], !![0, -Complex.I; Complex.I, 0], !![1, 0; 0, -1]]

/-- The matrix `σ·k` of a real three-vector `k`. -/
def sigmaDot (k : Fin 3 → ℝ) : Matrix (Fin 2) (Fin 2) ℂ := ∑ i, (k i : ℂ) • pauli i

/-- The gamma matrices `γ^μ` in the Dirac representation. -/
def gamma : Fin 4 → Matrix (Fin 2 ⊕ Fin 2) (Fin 2 ⊕ Fin 2) ℂ :=
  Fin.cons (fromBlocks 1 0 0 (-1)) fun i => fromBlocks 0 (pauli i) (-pauli i) 0

/-- The spin tensor `σ^(μν) = (i/2)[γ^μ, γ^ν]`. -/
def spinTensor (μ ν : Fin 4) : Matrix (Fin 2 ⊕ Fin 2) (Fin 2 ⊕ Fin 2) ℂ :=
  (Complex.I / 2) • (gamma μ * gamma ν - gamma ν * gamma μ)

/-- The vertex `F1 γ^μ + i σ^(μν) q_ν F2/(2M)` for `M ≠ 0`; `q` lists the lower components. -/
def vertex (F1 F2 : ℂ) (M : ℝ) (q : Fin 4 → ℝ) (μ : Fin 4) :
    Matrix (Fin 2 ⊕ Fin 2) (Fin 2 ⊕ Fin 2) ℂ :=
  F1 • gamma μ + (Complex.I * F2 / (2 * M)) • ∑ ν, (q ν : ℂ) • spinTensor μ ν

/-- The particle spinor `u(k)` built on the two-spinor `ξ`, for `E + M > 0` and `k² = E² - M²`. -/
def uSpinor (M E : ℝ) (k : Fin 3 → ℝ) (ξ : Fin 2 → ℂ) : Fin 2 ⊕ Fin 2 → ℂ :=
  (Real.sqrt (E + M) : ℂ) • Sum.elim ξ (((E : ℂ) + M)⁻¹ • (sigmaDot k *ᵥ ξ))

/-- The antiparticle spinor `v(k)` built on the two-spinor `η`, for `E + M > 0` and `k² = E² - M²`.
-/
def vSpinor (M E : ℝ) (k : Fin 3 → ℝ) (η : Fin 2 → ℂ) : Fin 2 ⊕ Fin 2 → ℂ :=
  (Real.sqrt (E + M) : ℂ) • Sum.elim (((E : ℂ) + M)⁻¹ • (sigmaDot k *ᵥ η)) η

/-- The current `ubar(k) Γ^μ v(-k)` at `q = (2E, 0)`, with `k = √(E² - M²) n`, for `E ≥ M > 0`
and a unit vector `n`. -/
def pairCurrent (F1 F2 : ℂ) (M E : ℝ) (n : Fin 3 → ℝ) (ξ η : Fin 2 → ℂ) (μ : Fin 4) : ℂ :=
  star (uSpinor M E (Real.sqrt (E ^ 2 - M ^ 2) • n) ξ) ⬝ᵥ
    ((gamma 0 * vertex F1 F2 M ![2 * E, 0, 0, 0] μ) *ᵥ
      vSpinor M E (-(Real.sqrt (E ^ 2 - M ^ 2) • n)) η)

/-- The magnetic form factor `G_M = F1 + F2`. -/
def GM (F1 F2 : ℂ) : ℂ := F1 + F2

/-- The electric form factor `G_E = F1 + (E/M)² F2`, for `M ≠ 0`. -/
def GE (F1 F2 : ℂ) (M E : ℝ) : ℂ := F1 + ((E : ℂ) / M) ^ 2 * F2

variable {F1 F2 : ℂ} {M E : ℝ} {n : Fin 3 → ℝ}

/-- The square of `σ·k` is `k²`. -/
theorem sigmaDot_sq (k : Fin 3 → ℝ) :
    sigmaDot k * sigmaDot k = ((k ⬝ᵥ k : ℝ) : ℂ) • 1 := by
  ext a b
  fin_cases a <;> fin_cases b <;> apply Complex.ext <;>
    simp [sigmaDot, pauli, Matrix.mul_apply, dotProduct, Fin.sum_univ_succ] <;> ring

/-- Pauli reflection: `(σ·k) σ_i (σ·k) = 2 k_i σ·k - k² σ_i`. -/
theorem sigmaDot_reflect (k : Fin 3 → ℝ) (i : Fin 3) :
    sigmaDot k * pauli i * sigmaDot k =
      (2 * (k i : ℂ)) • sigmaDot k - ((k ⬝ᵥ k : ℝ) : ℂ) • pauli i := by
  ext a b
  fin_cases i <;> fin_cases a <;> fin_cases b <;> apply Complex.ext <;>
    simp [sigmaDot, pauli, Matrix.mul_apply, dotProduct, Fin.sum_univ_succ] <;> ring

/-- On the mass shell `k² = E² - M²` with `E + M > 0`, the spinors solve the Dirac equations
`pslash u = M u` and `pslash v = -M v`. -/
theorem dirac_equation (hs : 0 < E + M) (k : Fin 3 → ℝ) (hk : k ⬝ᵥ k = E ^ 2 - M ^ 2)
    (ξ η : Fin 2 → ℂ) :
    ((E : ℂ) • gamma 0 - ∑ i : Fin 3, (k i : ℂ) • gamma i.succ) *ᵥ uSpinor M E k ξ =
        (M : ℂ) • uSpinor M E k ξ ∧
    ((E : ℂ) • gamma 0 - ∑ i : Fin 3, (k i : ℂ) • gamma i.succ) *ᵥ vSpinor M E k η =
        (-(M : ℂ)) • vSpinor M E k η := by
  have hc : ((E : ℂ) + M) * ((E : ℂ) + M)⁻¹ = 1 :=
    mul_inv_cancel₀ (by exact_mod_cast hs.ne')
  have hSS : sigmaDot k * sigmaDot k = ((E : ℂ) ^ 2 - (M : ℂ) ^ 2) • 1 := by
    rw [sigmaDot_sq, hk]; push_cast; rfl
  have h0 : gamma 0 = fromBlocks 1 0 0 (-1) := rfl
  have hi : ∀ i : Fin 3, gamma i.succ = fromBlocks 0 (pauli i) (-pauli i) 0 := fun _ => rfl
  -- the block form of `pslash`
  have hb : (E : ℂ) • gamma 0 - ∑ i : Fin 3, (k i : ℂ) • gamma i.succ =
      fromBlocks ((E : ℂ) • 1) (-sigmaDot k) (sigmaDot k) (-((E : ℂ) • 1)) := by
    simp only [h0, hi, sigmaDot, Fin.sum_univ_three]
    ext (a | a) (b | b) <;> simp
    ring
  rw [hb]
  constructor
  · rw [uSpinor, mulVec_smul, fromBlocks_mulVec, smul_comm (M : ℂ)]
    congr 1
    simp only [Sum.elim_comp_inl, Sum.elim_comp_inr, mulVec_smul, mulVec_mulVec, neg_mul,
      smul_mul_assoc, one_mul, hSS, neg_mulVec, smul_mulVec, one_mulVec]
    ext (i | i) <;> simp only [Sum.elim_inl, Sum.elim_inr, Pi.add_apply, Pi.neg_apply,
      Pi.smul_apply, smul_eq_mul]
    · linear_combination (-((E : ℂ) - M) * ξ i) * hc
    · linear_combination (-(sigmaDot k *ᵥ ξ) i) * hc
  · rw [vSpinor, mulVec_smul, fromBlocks_mulVec, smul_comm (-(M : ℂ))]
    congr 1
    simp only [Sum.elim_comp_inl, Sum.elim_comp_inr, mulVec_smul, mulVec_mulVec,
      smul_mul_assoc, one_mul, hSS, neg_mulVec, smul_mulVec, one_mulVec]
    ext (i | i) <;> simp only [Sum.elim_inl, Sum.elim_inr, Pi.add_apply, Pi.neg_apply,
      Pi.smul_apply, smul_eq_mul]
    · linear_combination ((sigmaDot k *ᵥ η) i) * hc
    · linear_combination (((E : ℂ) - M) * η i) * hc

/-- For `E + M > 0`, a block matrix between `u†(k)` and `v(-k)` reduces to a matrix between the
two-spinors `ξ†` and `η`. -/
theorem spinor_sandwich (hs : 0 < E + M) (k : Fin 3 → ℝ) (ξ η : Fin 2 → ℂ)
    (A B C D : Matrix (Fin 2) (Fin 2) ℂ) :
    star (uSpinor M E k ξ) ⬝ᵥ (fromBlocks A B C D *ᵥ vSpinor M E (-k) η) =
      star ξ ⬝ᵥ ((((E : ℂ) + M) • B - A * sigmaDot k + sigmaDot k * D -
        ((E : ℂ) + M)⁻¹ • (sigmaDot k * C * sigmaDot k)) *ᵥ η) := by
  have hr : (Real.sqrt (E + M) : ℂ) * Real.sqrt (E + M) = E + M := by
    exact_mod_cast Real.mul_self_sqrt hs.le
  have hc : ((E : ℂ) + M) * ((E : ℂ) + M)⁻¹ = 1 :=
    mul_inv_cancel₀ (by exact_mod_cast hs.ne')
  have hneg : sigmaDot (-k) = -sigmaDot k := by simp [sigmaDot]
  have hH : (sigmaDot k)ᴴ = sigmaDot k := by
    ext a b
    fin_cases a <;> fin_cases b <;> apply Complex.ext <;>
      simp [sigmaDot, pauli, Fin.sum_univ_succ]
  have hu : star (uSpinor M E k ξ) = (Real.sqrt (E + M) : ℂ) •
      Sum.elim (star ξ) (((E : ℂ) + M)⁻¹ • (star ξ ᵥ* sigmaDot k)) := by
    rw [uSpinor, show star ξ ᵥ* sigmaDot k = star (sigmaDot k *ᵥ ξ) by rw [star_mulVec, hH]]
    generalize sigmaDot k *ᵥ ξ = w
    ext (i | i) <;> simp
  have hd : ∀ a b c d : Fin 2 → ℂ, Sum.elim a b ⬝ᵥ Sum.elim c d = a ⬝ᵥ c + b ⬝ᵥ d := by
    intro a b c d
    simp [dotProduct, Fintype.sum_sum_type]
  rw [hu, vSpinor, hneg, mulVec_smul, fromBlocks_mulVec, smul_dotProduct, dotProduct_smul]
  simp only [Sum.elim_comp_inl, Sum.elim_comp_inr, hd, smul_dotProduct, ← dotProduct_mulVec,
    mulVec_smul, neg_mulVec, mulVec_neg, mulVec_mulVec, sub_mulVec, add_mulVec,
    smul_mulVec, dotProduct_add, dotProduct_sub, dotProduct_neg, dotProduct_smul, smul_eq_mul,
    smul_neg, ← Matrix.mul_assoc]
  -- the normalisation of the spinors cancels one denominator
  linear_combination (star ξ ⬝ᵥ B *ᵥ η - ((E : ℂ) + M)⁻¹ * (star ξ ⬝ᵥ (A * sigmaDot k) *ᵥ η)
    + ((E : ℂ) + M)⁻¹ * (star ξ ⬝ᵥ (sigmaDot k * D) *ᵥ η) - ((E : ℂ) + M)⁻¹ ^ 2 *
      (star ξ ⬝ᵥ (sigmaDot k * C * sigmaDot k) *ᵥ η)) * hr
    + (star ξ ⬝ᵥ (sigmaDot k * D) *ᵥ η - star ξ ⬝ᵥ (A * sigmaDot k) *ᵥ η - ((E : ℂ) + M)⁻¹ *
      (star ξ ⬝ᵥ (sigmaDot k * C * sigmaDot k) *ᵥ η)) * hc

/-- The block form of `γ^0 Γ^i` at `q = (2E, 0)`. -/
theorem vertex_spatial (F1 F2 : ℂ) (M E : ℝ) (i : Fin 3) :
    gamma 0 * vertex F1 F2 M ![2 * E, 0, 0, 0] i.succ =
      fromBlocks 0 ((F1 + E / M * F2) • pauli i) ((F1 - E / M * F2) • pauli i) 0 := by
  have h0 : gamma 0 = fromBlocks 1 0 0 (-1) := rfl
  have hi : gamma i.succ = fromBlocks 0 (pauli i) (-pauli i) 0 := rfl
  have hq : ∑ ν, ((![2 * E, 0, 0, 0] : Fin 4 → ℝ) ν : ℂ) • spinTensor i.succ ν =
      (2 * E : ℂ) • spinTensor i.succ 0 := by
    rw [Fin.sum_univ_four]
    change ((2 * E : ℝ) : ℂ) • spinTensor i.succ 0 + ((0 : ℝ) : ℂ) • spinTensor i.succ 1 +
      ((0 : ℝ) : ℂ) • spinTensor i.succ 2 + ((0 : ℝ) : ℂ) • spinTensor i.succ 3 = _
    simp only [Complex.ofReal_zero, zero_smul, add_zero, Complex.ofReal_mul,
      Complex.ofReal_ofNat]
  have hs : spinTensor i.succ 0 = (-Complex.I) • fromBlocks 0 (pauli i) (pauli i) 0 := by
    rw [spinTensor, h0, hi, fromBlocks_multiply, fromBlocks_multiply]
    ext (a | a) (b | b) <;> simp <;> ring
  have hF : (Complex.I * F2 / (2 * M)) • (2 * E : ℂ) • (-Complex.I) •
      fromBlocks 0 (pauli i) (pauli i) 0 =
      (E / M * F2) • fromBlocks 0 (pauli i) (pauli i) 0 := by
    rw [smul_smul, smul_smul]
    congr 1
    linear_combination (-(E / M * F2)) * Complex.I_sq
  rw [vertex, hq, hs, hF, h0, hi, fromBlocks_smul, fromBlocks_smul, fromBlocks_add,
    fromBlocks_multiply]
  ext (a | a) (b | b) <;> simp <;> ring

/-- For `E ≥ M > 0` the time component of the pair current vanishes. -/
theorem pairCurrent_time (hM : 0 < M) (hE : M ≤ E) (ξ η : Fin 2 → ℂ) :
    pairCurrent F1 F2 M E n ξ η 0 = 0 := by
  have h0 : gamma 0 = fromBlocks 1 0 0 (-1) := rfl
  have hv : gamma 0 * vertex F1 F2 M ![2 * E, 0, 0, 0] 0 =
      fromBlocks (F1 • 1) 0 0 (F1 • 1) := by
    have hq : ∑ ν, ((![2 * E, 0, 0, 0] : Fin 4 → ℝ) ν : ℂ) • spinTensor 0 ν = 0 := by
      simp [Fin.sum_univ_succ, spinTensor]
    rw [vertex, hq, h0, smul_zero, add_zero, fromBlocks_smul, fromBlocks_multiply]
    simp
  rw [pairCurrent, hv, spinor_sandwich (by linarith)]
  simp

/-- For `E ≥ M > 0` and a unit vector `n`, the spatial pair current is
`ξ†[2E G_M (σ - n σ·n) + 2M G_E n σ·n]η`. -/
theorem pairCurrent_spatial (hM : 0 < M) (hE : M ≤ E) (hn : n ⬝ᵥ n = 1)
    (ξ η : Fin 2 → ℂ) (i : Fin 3) :
    pairCurrent F1 F2 M E n ξ η i.succ =
      star ξ ⬝ᵥ (((2 * E * GM F1 F2) • (pauli i - (n i : ℂ) • sigmaDot n) +
        (2 * M * GE F1 F2 M E) • (n i : ℂ) • sigmaDot n) *ᵥ η) := by
  have hs : 0 < E + M := by linarith
  have hs' : (E : ℂ) + M ≠ 0 := by exact_mod_cast hs.ne'
  have hM' : (M : ℂ) ≠ 0 := by exact_mod_cast hM.ne'
  rw [pairCurrent, vertex_spatial, spinor_sandwich hs]
  set κ := Real.sqrt (E ^ 2 - M ^ 2) with hκdef
  have hκ : (κ : ℂ) * κ = (E : ℂ) ^ 2 - (M : ℂ) ^ 2 := by
    exact_mod_cast Real.mul_self_sqrt (show 0 ≤ E ^ 2 - M ^ 2 by nlinarith)
  have hS : sigmaDot (κ • n) = (κ : ℂ) • sigmaDot n := by
    simp only [sigmaDot, Finset.smul_sum, smul_smul, Pi.smul_apply, smul_eq_mul,
      Complex.ofReal_mul]
  -- the lower components contribute through the Pauli reflection
  have hR : ∀ b : ℂ, ((E : ℂ) + M)⁻¹ • (sigmaDot (κ • n) * (b • pauli i) * sigmaDot (κ • n)) =
      (b * (E - M)) • ((2 * (n i : ℂ)) • sigmaDot n - pauli i) := by
    intro b
    have h := sigmaDot_reflect n i
    rw [hn, Complex.ofReal_one, one_smul] at h
    rw [hS, ← h]
    simp only [smul_mul_assoc, mul_smul_comm, smul_smul]
    congr 1
    field_simp
    linear_combination b * hκ
  rw [hR, zero_mul, mul_zero, sub_zero, add_zero]
  congr 2
  unfold GM GE
  match_scalars <;> field_simp <;> ring

/-- For `E ≥ M > 0` the spatial pair current is the same for all unit vectors `n`, whatever the
two-spinors `ξ` and `η`, exactly when `E = M` or `M F1 = E F2`. -/
theorem isotropic_iff (hM : 0 < M) (hE : M ≤ E) :
    (∀ n n' : Fin 3 → ℝ, n ⬝ᵥ n = 1 → n' ⬝ᵥ n' = 1 → ∀ (ξ η : Fin 2 → ℂ) (i : Fin 3),
      pairCurrent F1 F2 M E n ξ η i.succ = pairCurrent F1 F2 M E n' ξ η i.succ) ↔
    E = M ∨ M * F1 = E * F2 := by
  have hM' : (M : ℂ) ≠ 0 := by exact_mod_cast hM.ne'
  have key : (M : ℂ) * (E * GM F1 F2 - M * GE F1 F2 M E) = (E - M) * (M * F1 - E * F2) := by
    unfold GM GE
    field_simp
    ring
  constructor
  · intro H
    -- compare `n` along z and along x in the spin-up matrix element of the z component
    have hz : (![0, 0, 1] : Fin 3 → ℝ) ⬝ᵥ ![0, 0, 1] = 1 := by
      simp [dotProduct, Fin.sum_univ_three]
    have hx : (![1, 0, 0] : Fin 3 → ℝ) ⬝ᵥ ![1, 0, 0] = 1 := by
      simp [dotProduct, Fin.sum_univ_three]
    have h := H _ _ hz hx ![1, 0] ![1, 0] 2
    rw [pairCurrent_spatial hM hE hz, pairCurrent_spatial hM hE hx] at h
    have h' : 2 * (M : ℂ) * GE F1 F2 M E = 2 * E * GM F1 F2 := by
      simpa [sigmaDot, pauli, Fin.sum_univ_three, mulVec, dotProduct, Fin.sum_univ_two] using h
    have h0 : ((E : ℂ) - M) * (M * F1 - E * F2) = 0 := by
      rw [← key]
      linear_combination (-(M : ℂ) / 2) * h'
    rcases mul_eq_zero.1 h0 with h1 | h1
    · left
      exact_mod_cast sub_eq_zero.1 h1
    · right
      exact sub_eq_zero.1 h1
  · intro h n n' hn hn' ξ η i
    have h0 : (M : ℂ) * (E * GM F1 F2 - M * GE F1 F2 M E) = 0 := by
      rw [key]
      rcases h with h | h <;> simp [h]
    have hG := (mul_eq_zero.1 h0).resolve_left hM'
    have hiso : ∀ m : Fin 3 → ℝ, (2 * E * GM F1 F2) • (pauli i - (m i : ℂ) • sigmaDot m) +
        (2 * M * GE F1 F2 M E) • (m i : ℂ) • sigmaDot m = (2 * E * GM F1 F2) • pauli i := by
      intro m
      rw [show 2 * (M : ℂ) * GE F1 F2 M E = 2 * E * GM F1 F2 by linear_combination -2 * hG]
      module
    rw [pairCurrent_spatial hM hE hn, pairCurrent_spatial hM hE hn', hiso, hiso]

/-- For `E ≥ M > 0` and a unit vector `n` with `n_z = cos θ`, the spin sum of `|J^x|² + |J^y|²`
is `8[E²|G_M|²(1 + cos²θ) + M²|G_E|²(1 - cos²θ)]`. -/
theorem angular_distribution (hM : 0 < M) (hE : M ≤ E) (hn : n ⬝ᵥ n = 1) :
    ∑ a : Fin 2, ∑ b : Fin 2,
      (‖pairCurrent F1 F2 M E n (Pi.single a 1) (Pi.single b 1) (0 : Fin 3).succ‖ ^ 2 +
       ‖pairCurrent F1 F2 M E n (Pi.single a 1) (Pi.single b 1) (1 : Fin 3).succ‖ ^ 2) =
    8 * (E ^ 2 * ‖GM F1 F2‖ ^ 2 * (1 + n 2 ^ 2) +
      M ^ 2 * ‖GE F1 F2 M E‖ ^ 2 * (1 - n 2 ^ 2)) := by
  have el : ∀ (A : Matrix (Fin 2) (Fin 2) ℂ) (a b : Fin 2),
      star (Pi.single a 1 : Fin 2 → ℂ) ⬝ᵥ (A *ᵥ Pi.single b 1) = A a b := by
    intro A a b
    fin_cases a <;> fin_cases b <;> simp [dotProduct, mulVec, Fin.sum_univ_two]
  have hn' : n 0 * n 0 + n 1 * n 1 + n 2 * n 2 = 1 := by
    simpa [dotProduct, Fin.sum_univ_three] using hn
  have hR : 8 * (E ^ 2 * ‖GM F1 F2‖ ^ 2 * (1 + n 2 ^ 2) +
      M ^ 2 * ‖GE F1 F2 M E‖ ^ 2 * (1 - n 2 ^ 2)) =
      2 * ‖2 * (E : ℂ) * GM F1 F2‖ ^ 2 * (1 + n 2 ^ 2) +
      2 * ‖2 * (M : ℂ) * GE F1 F2 M E‖ ^ 2 * (1 - n 2 ^ 2) := by
    simp only [norm_mul, mul_pow, Complex.norm_real, Real.norm_eq_abs, sq_abs,
      Complex.norm_ofNat]
    ring
  rw [hR]
  simp only [pairCurrent_spatial hM hE hn, el]
  generalize 2 * (E : ℂ) * GM F1 F2 = α
  generalize 2 * (M : ℂ) * GE F1 F2 M E = β
  simp only [Complex.sq_norm, Complex.normSq_apply, Fin.sum_univ_two]
  simp [sigmaDot, pauli, Fin.sum_univ_three]
  -- the remaining polynomial identity holds on the unit sphere
  linear_combination ((α.re ^ 2 + α.im ^ 2) * (2 * (n 0 ^ 2 + n 1 ^ 2) - 2)
    - 4 * (n 0 ^ 2 + n 1 ^ 2) * (α.re * β.re + α.im * β.im)
    + (β.re ^ 2 + β.im ^ 2) * (2 * (n 0 ^ 2 + n 1 ^ 2) + 2)) * hn'

end

end PairAnnihilationCurrent
```

```lean
#print axioms PairAnnihilationCurrent.pairCurrent_time
#print axioms PairAnnihilationCurrent.pairCurrent_spatial
#print axioms PairAnnihilationCurrent.isotropic_iff
#print axioms PairAnnihilationCurrent.angular_distribution
```

```
'PairAnnihilationCurrent.pairCurrent_time' depends on axioms: [propext, Classical.choice, Quot.sound]
'PairAnnihilationCurrent.pairCurrent_spatial' depends on axioms: [propext, Classical.choice, Quot.sound]
'PairAnnihilationCurrent.isotropic_iff' depends on axioms: [propext, Classical.choice, Quot.sound]
'PairAnnihilationCurrent.angular_distribution' depends on axioms: [propext, Classical.choice, Quot.sound]
```

## From matrix entries to the angular distribution

`sigmaDot_sq` and `sigmaDot_reflect` check the two Pauli identities entry by entry. `dirac_equation` puts $\not p$ in block form (`hb`) and cancels $E+M$ with `hc`.

`spinor_sandwich` handles any block matrix between $u^\dagger(\mathbf k)$ and $v(-\mathbf k)$: `hr` multiplies the two square roots, and the closing `linear_combination` uses the product to cancel one denominator $E+M$. `vertex_spatial` reduces the sum over $\nu$ in `hq` and evaluates $\sigma^{i0}$ in `hs`. `pairCurrent_time` combines the sandwich with the diagonal block matrix.

In `pairCurrent_spatial`, `hR` is the reflection step with $k^2/(E+M)=E-M$; `match_scalars` then compares the coefficients of the Pauli terms. `isotropic_iff` uses the factorisation `key` and the same two directions as above, in the spin-up matrix element.

`angular_distribution` replaces the trace argument by explicit entries: `el` reads them off, real and imaginary parts are expanded, and the last `linear_combination` uses $|\mathbf n|^2=1$.
